# The squared puckering amplitude of a six-membered ring is $(C^2+S^2)/3+T^2/6$

Let $z_0,\dots,z_5$ be the heights of the six ring atoms above and below the mean plane, numbered in order around the ring. Then

$$\sum_{j=0}^{5} z_j^2=\frac{C^2+S^2}{3}+\frac{T^2}{6},$$

$$C=\sum_j z_j\cos\frac{2\pi j}{3},\qquad S=\sum_j z_j\sin\frac{2\pi j}{3},\qquad T=\sum_j(-1)^jz_j.$$

"Mean plane" stands for three conditions on the heights: $\sum_j z_j=0$, $\sum_j z_j\cos(\pi j/3)=0$ and $\sum_j z_j\sin(\pi j/3)=0$. The left side is the square of the Cremer–Pople total puckering amplitude $Q$. In the usual normalisation $q_2=\sqrt{(C^2+S^2)/3}$ and $q_3=T/\sqrt6$, so the formula reads $Q^2=q_2^2+q_3^2$. It can serve as a check on code that computes puckering coordinates along a simulation trajectory, one six-membered ring and one frame at a time; it is pure geometry and contains no energy.

```lean
import Mathlib

open Real Matrix

namespace CremerPopleSixRing

noncomputable section
```

## Heights and their Fourier sums

All angles are multiples of $60^\circ$. The cosine and sine of $k$ such steps, $\cos(k\pi/3)$ and $\sin(k\pi/3)$, get names of their own.

```lean
/-- The cosine of `k` steps of sixty degrees. -/
def hexCos (k : ℕ) : ℝ := cos ((k : ℝ) * (π / 3))

/-- The sine of `k` steps of sixty degrees. -/
def hexSin (k : ℕ) : ℝ := sin ((k : ℝ) * (π / 3))
```

The heights form a function `z : Fin 6 → ℝ`, with atoms counted from 0. For a whole number $m$, the cosine sum is $C_m=\sum_j z_j\cos(\pi mj/3)$. Thus $C_1$ belongs to the first harmonic, and $C=C_2$ to the second.

```lean
/-- The cosine sum `∑ z_j cos(π m j / 3)` of the heights of a six-membered ring. -/
def cosMode (m : ℕ) (z : Fin 6 → ℝ) : ℝ := ∑ j : Fin 6, z j * hexCos (m * j.val)
```

The sine sum is $S_m=\sum_j z_j\sin(\pi mj/3)$, with $S=S_2$. Neither sum carries a normalising factor.

```lean
/-- The sine sum `∑ z_j sin(π m j / 3)` of the heights of a six-membered ring. -/
def sinMode (m : ℕ) (z : Fin 6 → ℝ) : ℝ := ∑ j : Fin 6, z j * hexSin (m * j.val)
```

The alternating sum $T$ gives atom 0 the sign $+1$.

```lean
/-- The alternating sum `∑ (-1)^j z_j` of the heights. -/
def altMode (z : Fin 6 → ℝ) : ℝ := ∑ j : Fin 6, (-1 : ℝ) ^ j.val * z j
```

The three conditions are collected in `IsPucker`. The first places the plane at the average height of the atoms. The vanishing of $C_1$ and $S_1$ fixes its tilt.

```lean
/-- The mean-plane conditions: the sum of the heights and both of their first-harmonic
sums vanish. -/
def IsPucker (z : Fin 6 → ℝ) : Prop :=
  ∑ j, z j = 0 ∧ cosMode 1 z = 0 ∧ sinMode 1 z = 0
```

## Every sum as a linear form

Half a turn reverses the sign of a cosine, $\cos(\theta+\pi)=-\cos\theta$, and half a turn is three steps. The values for $k=0,1,2$ are $1,\tfrac12,-\tfrac12$, the last from $\cos(\pi-\pi/3)=-\cos(\pi/3)$. All others follow by the three-step rule, which is `step` in the proof. The table runs to $k=10$ because the second harmonic at atom 5 needs $2\cdot5$ steps.

```lean
/-- Cosines of the multiples of sixty degrees that occur in a six-membered ring. -/
theorem hexCos_values : hexCos 0 = 1 ∧ hexCos 1 = 1 / 2 ∧ hexCos 2 = -(1 / 2) ∧
    hexCos 3 = -1 ∧ hexCos 4 = -(1 / 2) ∧ hexCos 5 = 1 / 2 ∧ hexCos 6 = 1 ∧
    hexCos 8 = -(1 / 2) ∧ hexCos 10 = -(1 / 2) := by
  -- three steps are half a turn and reverse the sign
  have step : ∀ k : ℕ, hexCos (k + 3) = -hexCos k := by
    intro k
    unfold hexCos
    rw [show ((k + 3 : ℕ) : ℝ) * (π / 3) = (k : ℝ) * (π / 3) + π by push_cast; ring,
      cos_add_pi]
  have c0 : hexCos 0 = 1 := by simp [hexCos]
  have c1 : hexCos 1 = 1 / 2 := by simp [hexCos]
  have c2 : hexCos 2 = -(1 / 2) := by
    unfold hexCos
    rw [show ((2 : ℕ) : ℝ) * (π / 3) = π - π / 3 by push_cast; ring, cos_pi_sub,
      cos_pi_div_three]
  have c3 : hexCos 3 = -hexCos 0 := step 0
  have c4 : hexCos 4 = -hexCos 1 := step 1
  have c5 : hexCos 5 = -hexCos 2 := step 2
  have c6 : hexCos 6 = -hexCos 3 := step 3
  have c7 : hexCos 7 = -hexCos 4 := step 4
  have c8 : hexCos 8 = -hexCos 5 := step 5
  have c10 : hexCos 10 = -hexCos 7 := step 7
  refine ⟨c0, c1, c2, ?_, ?_, ?_, ?_, ?_, ?_⟩ <;> linarith
```

The sines obey the same rule, starting from $0,\tfrac{\sqrt3}{2},\tfrac{\sqrt3}{2}$.

```lean
/-- Sines of the multiples of sixty degrees that occur in a six-membered ring. -/
theorem hexSin_values : hexSin 0 = 0 ∧ hexSin 1 = √3 / 2 ∧ hexSin 2 = √3 / 2 ∧
    hexSin 3 = 0 ∧ hexSin 4 = -(√3 / 2) ∧ hexSin 5 = -(√3 / 2) ∧ hexSin 6 = 0 ∧
    hexSin 8 = √3 / 2 ∧ hexSin 10 = -(√3 / 2) := by
  have step : ∀ k : ℕ, hexSin (k + 3) = -hexSin k := by
    intro k
    unfold hexSin
    rw [show ((k + 3 : ℕ) : ℝ) * (π / 3) = (k : ℝ) * (π / 3) + π by push_cast; ring,
      sin_add_pi]
  have c0 : hexSin 0 = 0 := by simp [hexSin]
  have c1 : hexSin 1 = √3 / 2 := by simp [hexSin]
  have c2 : hexSin 2 = √3 / 2 := by
    unfold hexSin
    rw [show ((2 : ℕ) : ℝ) * (π / 3) = π - π / 3 by push_cast; ring, sin_pi_sub,
      sin_pi_div_three]
  have c3 : hexSin 3 = -hexSin 0 := step 0
  have c4 : hexSin 4 = -hexSin 1 := step 1
  have c5 : hexSin 5 = -hexSin 2 := step 2
  have c6 : hexSin 6 = -hexSin 3 := step 3
  have c7 : hexSin 7 = -hexSin 4 := step 4
  have c8 : hexSin 8 = -hexSin 5 := step 5
  have c10 : hexSin 10 = -hexSin 7 := step 7
  refine ⟨c0, c1, c2, ?_, ?_, ?_, ?_, ?_, ?_⟩ <;> linarith
```

Inserting these values gives

$$C_1=z_0-z_3+\tfrac12(z_1-z_4)-\tfrac12(z_2-z_5),\qquad S_1=\tfrac{\sqrt3}{2}(z_1+z_2-z_4-z_5),$$

$$C=z_0+z_3-\tfrac12(z_1+z_4)-\tfrac12(z_2+z_5),\qquad S=\tfrac{\sqrt3}{2}(z_1-z_2+z_4-z_5),$$

$$T=z_0-z_1+z_2-z_3+z_4-z_5.$$

The proof writes out each six-term sum and substitutes the tabulated values.

```lean
/-- The first and second harmonics and the alternating sum, written out in the six heights. -/
theorem mode_values (z : Fin 6 → ℝ) :
    cosMode 1 z = z 0 + z 1 / 2 - z 2 / 2 - z 3 - z 4 / 2 + z 5 / 2 ∧
    sinMode 1 z = √3 / 2 * (z 1 + z 2 - z 4 - z 5) ∧
    cosMode 2 z = z 0 - z 1 / 2 - z 2 / 2 + z 3 - z 4 / 2 - z 5 / 2 ∧
    sinMode 2 z = √3 / 2 * (z 1 - z 2 + z 4 - z 5) ∧
    altMode z = z 0 - z 1 + z 2 - z 3 + z 4 - z 5 := by
  have ec : ∀ m, cosMode m z = z 0 * hexCos (m * 0) + z 1 * hexCos (m * 1) +
      z 2 * hexCos (m * 2) + z 3 * hexCos (m * 3) + z 4 * hexCos (m * 4) +
      z 5 * hexCos (m * 5) := fun m => Fin.sum_univ_six _
  have es : ∀ m, sinMode m z = z 0 * hexSin (m * 0) + z 1 * hexSin (m * 1) +
      z 2 * hexSin (m * 2) + z 3 * hexSin (m * 3) + z 4 * hexSin (m * 4) +
      z 5 * hexSin (m * 5) := fun m => Fin.sum_univ_six _
  have ea : altMode z = (-1) ^ 0 * z 0 + (-1) ^ 1 * z 1 + (-1) ^ 2 * z 2 +
      (-1) ^ 3 * z 3 + (-1) ^ 4 * z 4 + (-1) ^ 5 * z 5 := Fin.sum_univ_six _
  refine ⟨?_, ?_, ?_, ?_, ?_⟩
  · simp only [ec, Nat.reduceMul, hexCos_values]; ring
  · simp only [es, Nat.reduceMul, hexSin_values]; ring
  · simp only [ec, Nat.reduceMul, hexCos_values]; ring
  · simp only [es, Nat.reduceMul, hexSin_values]; ring
  · rw [ea]; ring
```

## The Parseval identity without conditions

Opposite atoms appear only in the combinations $p_j=z_j+z_{j+3}$ and $d_j=z_j-z_{j+3}$, for $j=0,1,2$. The total sum, $C$ and $S$ contain only the $p_j$:

$$\sum_j z_j=p_0+p_1+p_2,\qquad C=p_0-\tfrac12(p_1+p_2),\qquad S=\tfrac{\sqrt3}{2}(p_1-p_2).$$

Squaring gives

$$C^2+S^2=p_0^2+p_1^2+p_2^2-p_0p_1-p_0p_2-p_1p_2.$$

In $(\sum_j z_j)^2/6+(C^2+S^2)/3$ the cross terms cancel, and $\tfrac12(p_0^2+p_1^2+p_2^2)$ remains.

The other three sums contain only the $d_j$:

$$C_1=d_0+\tfrac12(d_1-d_2),\qquad S_1=\tfrac{\sqrt3}{2}(d_1+d_2),\qquad T=d_0-d_1+d_2.$$

Therefore

$$C_1^2+S_1^2=d_0^2+d_1^2+d_2^2+d_0d_1-d_0d_2+d_1d_2,$$

$$T^2=d_0^2+d_1^2+d_2^2-2d_0d_1+2d_0d_2-2d_1d_2,$$

and $(C_1^2+S_1^2)/3+T^2/6=\tfrac12(d_0^2+d_1^2+d_2^2)$. Since $p_j^2+d_j^2=2(z_j^2+z_{j+3}^2)$, adding the two halves gives, for any six real numbers,

$$\sum_j z_j^2=\frac{(\sum_j z_j)^2}{6}+\frac{C_1^2+S_1^2}{3}+\frac{C^2+S^2}{3}+\frac{T^2}{6}.$$

The Lean proof expands everything at once instead of pairing atoms. The only fact it needs beyond polynomial algebra is $(\sqrt3)^2=3$, which `linear_combination` uses with the coefficient that collects the two squared sine sums.

```lean
/-- Parseval identity for arbitrary heights of a six-membered ring. -/
theorem sum_sq_eq (z : Fin 6 → ℝ) :
    ∑ j, z j ^ 2 = (∑ j, z j) ^ 2 / 6 + (cosMode 1 z ^ 2 + sinMode 1 z ^ 2) / 3 +
      (cosMode 2 z ^ 2 + sinMode 2 z ^ 2) / 3 + altMode z ^ 2 / 6 := by
  have h3 : √3 ^ 2 = (3 : ℝ) := Real.sq_sqrt (by norm_num)
  simp only [mode_values, Fin.sum_univ_six]
  linear_combination (-((z 1 + z 2 - z 4 - z 5) ^ 2 + (z 1 - z 2 + z 4 - z 5) ^ 2) / 12) * h3
```

## The amplitude formula and its converse

The mean-plane conditions remove the first three squares. What is left is the stated formula, for every `z` with `IsPucker z`.

```lean
/-- Cremer-Pople amplitude: for heights over the mean plane, the sum of squares is
`(C² + S²)/3 + T²/6`, with `C`, `S` the second-harmonic sums and `T` the alternating sum. -/
theorem puckering_amplitude (z : Fin 6 → ℝ) (hz : IsPucker z) :
    ∑ j, z j ^ 2 = (cosMode 2 z ^ 2 + sinMode 2 z ^ 2) / 3 + altMode z ^ 2 / 6 := by
  obtain ⟨h0, h1, h2⟩ := hz
  rw [sum_sq_eq, h0, h1, h2]
  ring
```

Conversely, suppose that the formula holds for some heights. Comparison with the Parseval identity leaves

$$\frac{(\sum_j z_j)^2}{6}+\frac{C_1^2+S_1^2}{3}=0.$$

A sum of non-negative terms vanishes only if each term does, so all three conditions hold. In the proof, `linarith` obtains each square as zero from the three non-negativity statements, and `pow_eq_zero_iff` removes the square. Heights measured from a wrongly placed or tilted plane therefore violate the formula.

```lean
/-- The amplitude formula holds exactly for those heights that satisfy the mean-plane
conditions. -/
theorem amplitude_iff_isPucker (z : Fin 6 → ℝ) :
    ∑ j, z j ^ 2 = (cosMode 2 z ^ 2 + sinMode 2 z ^ 2) / 3 + altMode z ^ 2 / 6 ↔
      IsPucker z := by
  refine ⟨fun h => ?_, puckering_amplitude z⟩
  -- the surplus in the Parseval identity is a sum of three squares
  have p := sum_sq_eq z
  have a := sq_nonneg (∑ j, z j)
  have b := sq_nonneg (cosMode 1 z)
  have c := sq_nonneg (sinMode 1 z)
  exact ⟨(pow_eq_zero_iff two_ne_zero).1 (by linarith),
    (pow_eq_zero_iff two_ne_zero).1 (by linarith),
    (pow_eq_zero_iff two_ne_zero).1 (by linarith)⟩
```

As a numerical instance, take the heights $(3,-2,0,1,0,-2)$ in units of $0.1$ Å. Their sum is $0$. Further, $C_1=3-1-0-1-0-1=0$, and $S_1=\tfrac{\sqrt3}{2}(-2+0-0+2)=0$, so the conditions hold. The puckering sums are

$$C=3+1-0+1-0+1=6,\qquad S=\tfrac{\sqrt3}{2}(-2-0+0+2)=0,\qquad T=3+2+0-1+0+2=6.$$

The formula gives $36/3+36/6=18$, and directly $9+4+0+1+0+4=18$. The amplitude is $Q=\sqrt{18}\times0.1$ Å $\approx0.42$ Å.

## Recovering the heights

Under the mean-plane conditions, three numbers suffice to restore all six heights:

$$z_j=\frac{1}{3}\left(C\cos\frac{2\pi j}{3}+S\sin\frac{2\pi j}{3}\right)+\frac{(-1)^jT}{6}.$$

With $p_0+p_1+p_2=0$, the expressions for $C$ and $S$ invert to

$$p_0=\tfrac23C,\qquad p_1=\tfrac13(-C+\sqrt3\,S),\qquad p_2=\tfrac13(-C-\sqrt3\,S).$$

From $S_1=0$ follows $d_2=-d_1$, then from $C_1=0$ follows $d_0=-d_1$, and so $T=3d_0$. Hence $d_j=(-1)^jT/3$. Inserting these in $z_j=(p_j+d_j)/2$ and $z_{j+3}=(p_j-d_j)/2$ gives the formula, because three further atoms leave the second harmonic unchanged and reverse the alternating sign.

In the limiting case $C=S=T=0$ every height is zero, and the ring is planar. In the numerical instance, atom 3 gets $6/3-6/6=1$, as it should.

The Lean proof treats the six atoms separately. In each case it adds the vanishing sums `h0`, `h1` and `h2` with the weights that they have in the full inverse Fourier transform, and uses $(\sqrt3)^2=3$ where needed.

```lean
/-- The three puckering sums determine every height over the mean plane. -/
theorem height_reconstruction (z : Fin 6 → ℝ) (hz : IsPucker z) (j : Fin 6) :
    z j = (cosMode 2 z * hexCos (2 * j.val) + sinMode 2 z * hexSin (2 * j.val)) / 3 +
      altMode z * (-1) ^ j.val / 6 := by
  obtain ⟨h0, h1, h2⟩ := hz
  have h3 : √3 ^ 2 = (3 : ℝ) := Real.sq_sqrt (by norm_num)
  simp only [Fin.sum_univ_six] at h0
  simp only [mode_values] at h1 h2
  -- inverse Fourier transform, atom by atom
  fin_cases j
  · show z 0 = (cosMode 2 z * hexCos 0 + sinMode 2 z * hexSin 0) / 3 + altMode z * (-1) ^ 0 / 6
    simp only [mode_values, hexCos_values, hexSin_values]
    linear_combination h0 / 6 + h1 / 3
  · show z 1 = (cosMode 2 z * hexCos 2 + sinMode 2 z * hexSin 2) / 3 + altMode z * (-1) ^ 1 / 6
    simp only [mode_values, hexCos_values, hexSin_values]
    linear_combination h0 / 6 + h1 / 6 + √3 / 6 * h2 - (z 1 - z 5) / 6 * h3
  · show z 2 = (cosMode 2 z * hexCos 4 + sinMode 2 z * hexSin 4) / 3 + altMode z * (-1) ^ 2 / 6
    simp only [mode_values, hexCos_values, hexSin_values]
    linear_combination h0 / 6 - h1 / 6 + √3 / 6 * h2 - (z 2 - z 4) / 6 * h3
  · show z 3 = (cosMode 2 z * hexCos 6 + sinMode 2 z * hexSin 6) / 3 + altMode z * (-1) ^ 3 / 6
    simp only [mode_values, hexCos_values, hexSin_values]
    linear_combination h0 / 6 - h1 / 3
  · show z 4 = (cosMode 2 z * hexCos 8 + sinMode 2 z * hexSin 8) / 3 + altMode z * (-1) ^ 4 / 6
    simp only [mode_values, hexCos_values, hexSin_values]
    linear_combination h0 / 6 - h1 / 6 - √3 / 6 * h2 - (z 4 - z 2) / 6 * h3
  · show z 5 = (cosMode 2 z * hexCos 10 + sinMode 2 z * hexSin 10) / 3 + altMode z * (-1) ^ 5 / 6
    simp only [mode_values, hexCos_values, hexSin_values]
    linear_combination h0 / 6 + h1 / 6 - √3 / 6 * h2 - (z 5 - z 1) / 6 * h3
```

## A plane that meets the conditions

Atom positions $\mathbf R_j$ lead to such heights by an explicit construction. First form the sine-weighted sum $\mathbf R'=\sum_j\mathbf R_j\sin(\pi j/3)$. In Lean, `R j a` is Cartesian component `a` of atom `j`.

```lean
/-- The sine-weighted sum of the atom positions. -/
def ringSin (R : Fin 6 → Fin 3 → ℝ) : Fin 3 → ℝ := fun a => sinMode 1 (fun j => R j a)
```

The cosine-weighted sum is $\mathbf R''=\sum_j\mathbf R_j\cos(\pi j/3)$.

```lean
/-- The cosine-weighted sum of the atom positions. -/
def ringCos (R : Fin 6 → Fin 3 → ℝ) : Fin 3 → ℝ := fun a => cosMode 1 (fun j => R j a)
```

Put the origin at the unweighted geometric centre of the ring atoms, so that $\sum_j\mathbf R_j=0$; this is the hypothesis `hR`. Take $\mathbf n=\mathbf R'\times\mathbf R''$ and $z_j=c\,\mathbf R_j\cdot\mathbf n$ with any real $c$. Because the dot product is linear,

$$\sum_j z_j=c\Big(\sum_j\mathbf R_j\Big)\cdot\mathbf n=0,\qquad C_1=c\,\mathbf R''\cdot\mathbf n=0,\qquad S_1=c\,\mathbf R'\cdot\mathbf n=0.$$

The last two vanish because a cross product is orthogonal to both of its factors. In the proof, `h0`, `hc` and `hs` express the linearity, and `dot_cross_self` and `dot_self_cross` supply the orthogonality.

The choice $c=1/|\mathbf n|$ gives true heights in units of length, provided that $\mathbf n\neq0$. If $\mathbf R'$ and $\mathbf R''$ are parallel, the theorem still applies, but all its heights are zero and no plane has been singled out.

```lean
/-- For atom positions centred at the origin, the components along the cross product of the
two weighted position sums, in any scale `c`, satisfy the mean-plane conditions. -/
theorem isPucker_of_positions (R : Fin 6 → Fin 3 → ℝ) (hR : ∀ a, ∑ j, R j a = 0) (c : ℝ) :
    IsPucker (fun j => c * (R j ⬝ᵥ crossProduct (ringSin R) (ringCos R))) := by
  -- each weighted sum of heights is the height of the weighted position sum
  have hc : ∀ n : Fin 3 → ℝ,
      cosMode 1 (fun j => c * (R j ⬝ᵥ n)) = c * (ringCos R ⬝ᵥ n) := by
    intro n
    simp only [mode_values, ringCos, dotProduct, Fin.sum_univ_three]
    ring
  have hs : ∀ n : Fin 3 → ℝ,
      sinMode 1 (fun j => c * (R j ⬝ᵥ n)) = c * (ringSin R ⬝ᵥ n) := by
    intro n
    simp only [mode_values, ringSin, dotProduct, Fin.sum_univ_three]
    ring
  have h0 : ∀ n : Fin 3 → ℝ, ∑ j, c * (R j ⬝ᵥ n) = 0 := by
    intro n
    simp only [Fin.sum_univ_six] at hR
    simp only [dotProduct, Fin.sum_univ_three, Fin.sum_univ_six]
    linear_combination c * n 0 * hR 0 + c * n 1 * hR 1 + c * n 2 * hR 2
  refine ⟨h0 _, ?_, ?_⟩
  · rw [hc, dot_cross_self, mul_zero]
  · rw [hs, dot_self_cross, mul_zero]
```

## The chair

In an ideal chair the heights alternate between $h$ and $-h$. Their sum is zero, and the linear forms give $C_1=S_1=0$. Each atom contributes $h$ to the alternating sum, so $T=6h$. The sum of squares is $6h^2$, which $T^2/6$ already supplies in full; the amplitude formula then forces $C=S=0$. The chair thus has $|q_3|=\sqrt6\,|h|$ and $q_2=0$. The theorem records the mean-plane conditions and the value of $T$, and its proof evaluates the linear forms at these six heights.

```lean
/-- The chair, with heights alternating between `h` and `-h`, satisfies the mean-plane
conditions and has alternating sum `6h`. -/
theorem chair_witness (h : ℝ) :
    IsPucker ![h, -h, h, -h, h, -h] ∧ altMode ![h, -h, h, -h, h, -h] = 6 * h := by
  obtain ⟨m1, m2, -, -, m5⟩ := mode_values ![h, -h, h, -h, h, -h]
  refine ⟨⟨?_, m1.trans ?_, m2.trans ?_⟩, m5.trans ?_⟩
  · rw [Fin.sum_univ_six]
    show h + -h + h + -h + h + -h = 0
    ring
  · show h + -h / 2 - h / 2 - -h - h / 2 + -h / 2 = 0
    ring
  · show √3 / 2 * (-h + h - h - -h) = 0
    ring
  · show h - -h + h - -h + h - -h = 6 * h
    ring

end

end CremerPopleSixRing
```

The Cremer–Pople coordinates are defined for rings of other sizes too, and for six atoms they include a phase angle, which is fixed by the direction of the pair $(C,S)$ and is undefined when $C=S=0$, as in the ideal chair. The theorems here concern six atoms only and work with $C$ and $S$ directly, without introducing that angle.

```lean
#print axioms CremerPopleSixRing.puckering_amplitude
-- 'CremerPopleSixRing.puckering_amplitude' depends on axioms: [propext, Classical.choice, Quot.sound]
#print axioms CremerPopleSixRing.amplitude_iff_isPucker
-- 'CremerPopleSixRing.amplitude_iff_isPucker' depends on axioms: [propext, Classical.choice, Quot.sound]
#print axioms CremerPopleSixRing.height_reconstruction
-- 'CremerPopleSixRing.height_reconstruction' depends on axioms: [propext, Classical.choice, Quot.sound]
#print axioms CremerPopleSixRing.isPucker_of_positions
-- 'CremerPopleSixRing.isPucker_of_positions' depends on axioms: [propext, Classical.choice, Quot.sound]
```
